# More than N/2 positive frequencies fix the resistances of a Voigt circuit with N known, distinct time constants

## Known time constants, unknown resistances

The impedance of an electrochemical cell is measured at a few frequencies and described by a resistance in series with $N$ Voigt elements, each a resistor and a capacitor in parallel. Do the measured values determine the resistances? The answer depends on what counts as unknown. Here the time constants are given and shared by all circuits under comparison, and only the resistances vary. They may be any real numbers, including negative ones.

Number the elements $k=0,\dots,N-1$, and let element $k$ have resistance $R(k)$, capacitance $C(k)$ and time constant $\tau(k)=R(k)C(k)$. Its impedance is $R(k)/(1+i\omega\tau(k))$ at angular frequency $\omega$, so the circuit has the total impedance

$$Z(\omega)=R_0+\sum_k\frac{R(k)}{1+i\omega\tau(k)} .$$

The series resistance $R_0$ is not the same as $R(0)$, which belongs to the first Voigt element. Changing $R(k)$ at fixed $\tau(k)$ changes the capacitance too. For $\tau(k)>0$, a negative $R(k)$ goes with a negative capacitance, so such an element is a formal one and not a passive RC element. The value $R(k)=0$ corresponds to no finite capacitance; in the formula for $Z$ above it simply means that element $k$ is absent.

## What is claimed

Let the $\tau(k)$ be positive and distinct, and let a second circuit have resistances $S_0$ and $S(k)$ with the same time constants.

- **Uniqueness** (`resistances_unique`): if the two impedances agree at $M$ distinct positive frequencies and $N<2M$, then $R_0=S_0$ and $R(k)=S(k)$ for every $k$. Agreement at $N+1$ frequencies is a special case (`resistances_unique_of_succ`).
- **Sharpness** (`exists_indistinguishable`): if $2M\le N$, then for any $M$ frequencies there are two different circuits, all of whose resistances are strictly positive, with equal impedances at all of them.

In Lean, `τ`, `R` and `S` are functions from `Fin N` to the reals, and `R₀` and `S₀` are separate real numbers. The letter `S` denotes resistances, not conductances. In the code, `C` turns a number into a constant polynomial and is not a capacitance, and `I` is the imaginary unit, not a current. The frequencies form a finite set `W`, so they are automatically distinct and $M$ is `W.card`; `W` has nothing to do with a Warburg element. Distinctness of the time constants is `Function.Injective τ`. The sign of $i\omega$ corresponds to the time factor $e^{+i\omega t}$.

Distinctness is needed because two elements with equal time constants enter $Z$ only through the sum of their resistances. The sharpness theorem assumes neither distinct nor positive time constants, and its frequencies may be any real numbers.

For fits of impedance spectra on a fixed grid of distinct positive time constants, the result gives the smallest number of positive frequencies that determines the resistances of every such circuit, provided that the complex impedance is known without noise and comes from exactly such a finite circuit. With fewer frequencies some circuits are left undetermined, though not necessarily all of them if the resistances are required to be nonnegative. Whether a real cell is described by such a circuit is a separate question, which the theorems do not address.

## Each positive frequency counts twice

Set $d_0=R_0-S_0$ and $d(k)=R(k)-S(k)$. Since $Z$ is linear in the resistances, the difference of the two impedances is

$$D(\omega)=d_0+\sum_k\frac{d(k)}{1+i\omega\tau(k)},$$

and it vanishes at the $M$ given frequencies. All $d$'s and $\tau$'s are real, so $D(-\omega)=\overline{D(\omega)}$. Hence $D$ also vanishes at the $M$ mirrored frequencies, which are new because the original ones are positive.

Now clear the denominators, with $s=i\omega$:

$$P(s)=d_0\prod_j(1+\tau(j)s)+\sum_k d(k)\prod_{j\ne k}(1+\tau(j)s).$$

Then $P(i\omega)=D(\omega)\prod_j(1+i\omega\tau(j))$; no denominator vanishes, since each has real part 1. The polynomial $P$ has degree at most $N$ and $2M>N$ distinct roots $\pm i\omega$, so $P=0$.

At $s=-1/\tau(k)$ every term containing the factor $1+\tau(k)s$ drops out, which leaves

$$0=d(k)\prod_{j\neq k}\left(1-\frac{\tau(j)}{\tau(k)}\right).$$

The time constants are distinct, so the product is nonzero and $d(k)=0$. With all $d(k)$ gone, $P(0)=d_0$ gives $d_0=0$.

For $N=1$ a single frequency is enough: the imaginary part of $Z$ is $-\omega\tau(0)R(0)/(1+\omega^2\tau(0)^2)$, which gives $R(0)$, and the real part then gives $R_0$.

## Too few frequencies leave an invisible change

If $2M\le N$, the condition $D=0$ at $M$ frequencies amounts to $2M$ real linear equations for $N+1$ real unknowns. There is therefore a nonzero solution $(d_0,d)$. Take $S_0=|d_0|+1$ and $S(k)=|d(k)|+1$, and let $R_0=S_0+d_0$ and $R(k)=S(k)+d(k)$. All these resistances are at least 1 in the chosen unit, the two circuits differ, and their impedances agree at every chosen frequency.

## The complete Lean file

```lean
import Mathlib

open Polynomial Complex Finset
open scoped ComplexConjugate

namespace VoigtImpedance

noncomputable section

variable {N : ℕ} (τ : Fin N → ℝ) (R₀ S₀ : ℝ) (R S : Fin N → ℝ) (W : Finset ℝ)

/-- Impedance at angular frequency `ω` of a resistance `R₀` in series with `N` Voigt elements
of resistances `R k` and time constants `τ k`. -/
def impedance (ω : ℝ) : ℂ :=
  (R₀ : ℂ) + ∑ k, (R k : ℂ) / (1 + (τ k : ℂ) * (I * (ω : ℂ)))

/-- The numerator of the impedance over the common denominator `∏ (1 + τ k s)`,
as a polynomial in `s = iω`. -/
def numerator : ℂ[X] :=
  C (R₀ : ℂ) * ∏ j, (1 + C (τ j : ℂ) * X) +
    ∑ k, C (R k : ℂ) * ∏ j ∈ univ.erase k, (1 + C (τ j : ℂ) * X)

/-- The impedance is additive in the resistances at fixed time constants. -/
theorem impedance_add (ω : ℝ) :
    impedance τ (R₀ + S₀) (R + S) ω = impedance τ R₀ R ω + impedance τ S₀ S ω := by
  simp only [impedance, Pi.add_apply, ofReal_add, add_div, sum_add_distrib]
  ring

/-- Reversing the sign of the frequency conjugates the impedance. -/
theorem impedance_neg (ω : ℝ) : impedance τ R₀ R (-ω) = conj (impedance τ R₀ R ω) := by
  simp [impedance]

/-- At `s = iω` the numerator is the impedance times the common denominator. -/
theorem eval_numerator (ω : ℝ) : (numerator τ R₀ R).eval (I * (ω : ℂ)) =
    impedance τ R₀ R ω * ∏ j, (1 + (τ j : ℂ) * (I * (ω : ℂ))) := by
  have hd : ∀ k, 1 + (τ k : ℂ) * (I * (ω : ℂ)) ≠ 0 := by
    intro k h
    have h1 := congrArg Complex.re h
    simp at h1
  simp only [numerator, impedance, eval_add, eval_mul, eval_C, eval_prod, eval_finsetSum,
    eval_one, eval_X]
  rw [add_mul, Finset.sum_mul]
  congr 1
  refine Finset.sum_congr rfl fun k _ => ?_
  -- split off the factor that cancels the denominator of element `k`
  have h : (1 + (τ k : ℂ) * (I * (ω : ℂ))) *
      ∏ j ∈ univ.erase k, (1 + (τ j : ℂ) * (I * (ω : ℂ))) =
      ∏ j, (1 + (τ j : ℂ) * (I * (ω : ℂ))) :=
    mul_prod_erase univ (fun j => 1 + (τ j : ℂ) * (I * (ω : ℂ))) (mem_univ k)
  rw [← h, ← mul_assoc, div_mul_cancel₀ _ (hd k)]

/-- With `N` Voigt elements the numerator has degree at most `N`. -/
theorem natDegree_numerator_le : (numerator τ R₀ R).natDegree ≤ N := by
  have hf : ∀ j, (1 + C (τ j : ℂ) * X).natDegree ≤ 1 := fun j => by compute_degree
  have hp : ∀ s : Finset (Fin N), (∏ j ∈ s, (1 + C (τ j : ℂ) * X)).natDegree ≤ N := by
    intro s
    have h1 := natDegree_prod_le s (fun j => 1 + C (τ j : ℂ) * X)
    have h2 := sum_le_card_nsmul s (fun j => (1 + C (τ j : ℂ) * X).natDegree) 1
      (fun j _ => hf j)
    have h3 : s.card ≤ N := by simpa using Finset.card_le_univ s
    rw [smul_eq_mul, mul_one] at h2
    exact h1.trans (h2.trans h3)
  exact natDegree_add_le_of_degree_le ((natDegree_C_mul_le _ _).trans (hp _))
    (natDegree_sum_le_of_forall_le _ _ fun k _ => (natDegree_C_mul_le _ _).trans (hp _))

/-- For distinct positive time constants, a vanishing numerator forces every resistance
to vanish. -/
theorem resistances_eq_zero (hpos : ∀ k, 0 < τ k) (hinj : Function.Injective τ)
    (h0 : numerator τ R₀ R = 0) : R₀ = 0 ∧ R = 0 := by
  have hR : ∀ k, R k = 0 := by
    intro k
    -- at the pole `z = -1 / τ k` only the term of element `k` survives
    obtain ⟨z, hk⟩ : ∃ z : ℂ, 1 + (τ k : ℂ) * z = 0 :=
      ⟨-(τ k : ℂ)⁻¹, by simp [(hpos k).ne']⟩
    have h := congrArg (eval z) h0
    simp only [numerator, eval_add, eval_mul, eval_C, eval_prod, eval_finsetSum,
      eval_one, eval_X, eval_zero] at h
    have hp : ∏ j, (1 + (τ j : ℂ) * z) = 0 := prod_eq_zero_iff.mpr ⟨k, mem_univ k, hk⟩
    have hs : ∑ i, (R i : ℂ) * ∏ j ∈ univ.erase i, (1 + (τ j : ℂ) * z) =
        (R k : ℂ) * ∏ j ∈ univ.erase k, (1 + (τ j : ℂ) * z) := by
      refine Finset.sum_eq_single k (fun i _ hik => ?_) fun hn => absurd (mem_univ k) hn
      exact mul_eq_zero_of_right _ (prod_eq_zero_iff.mpr
        ⟨k, mem_erase.mpr ⟨hik.symm, mem_univ k⟩, hk⟩)
    have hne : ∏ j ∈ univ.erase k, (1 + (τ j : ℂ) * z) ≠ 0 := by
      refine prod_ne_zero_iff.mpr fun j hj hz => ?_
      have he : (τ j : ℂ) = (τ k : ℂ) := by
        linear_combination (τ j : ℂ) * hk - (τ k : ℂ) * hz
      exact ne_of_mem_erase hj (hinj (ofReal_injective he))
    rw [hp, hs, mul_zero, zero_add] at h
    exact ofReal_eq_zero.mp ((mul_eq_zero.mp h).resolve_right hne)
  refine ⟨?_, funext hR⟩
  have h := congrArg (eval 0) h0
  simpa [numerator, eval_prod, eval_finsetSum, hR] using h

/-- Two Voigt circuits with the same `N` distinct positive time constants and real resistances
have equal resistances if their impedances agree at more than `N / 2` distinct positive
frequencies. -/
theorem resistances_unique (hpos : ∀ k, 0 < τ k) (hinj : Function.Injective τ)
    (hW : ∀ ω ∈ W, 0 < ω) (hcard : N < 2 * W.card)
    (heq : ∀ ω ∈ W, impedance τ R₀ R ω = impedance τ S₀ S ω) : R₀ = S₀ ∧ R = S := by
  have hz : ∀ ω ∈ W, impedance τ (R₀ - S₀) (R - S) ω = 0 := by
    intro ω hω
    have h := impedance_add τ (R₀ - S₀) S₀ (R - S) S ω
    rw [sub_add_cancel, sub_add_cancel] at h
    linear_combination heq ω hω - h
  -- the measured frequencies together with their mirror images
  have hdis : Disjoint W (W.image fun ω => -ω) := by
    refine Finset.disjoint_left.mpr fun ω h1 h2 => ?_
    obtain ⟨ν, hν, hh⟩ := Finset.mem_image.mp h2
    have hh' : -ν = ω := hh
    linarith [hW ω h1, hW ν hν]
  have hI : Function.Injective fun ω : ℝ => I * (ω : ℂ) :=
    fun a b hab => ofReal_injective (mul_left_cancel₀ I_ne_zero hab)
  have hnum : numerator τ (R₀ - S₀) (R - S) = 0 := by
    refine eq_zero_of_natDegree_lt_card_of_eval_eq_zero' _
      ((W ∪ W.image fun ω => -ω).image fun ω : ℝ => I * (ω : ℂ)) ?_ ?_
    · intro s hs
      obtain ⟨ω, hω, rfl⟩ := Finset.mem_image.mp hs
      have hzero : impedance τ (R₀ - S₀) (R - S) ω = 0 := by
        rcases Finset.mem_union.mp hω with h | h
        · exact hz ω h
        · obtain ⟨ν, hν, rfl⟩ := Finset.mem_image.mp h
          rw [impedance_neg, hz ν hν, map_zero]
      rw [eval_numerator, hzero, zero_mul]
    · rw [Finset.card_image_of_injective _ hI, Finset.card_union_of_disjoint hdis,
        Finset.card_image_of_injective _ neg_injective, ← two_mul]
      exact (natDegree_numerator_le _ _ _).trans_lt hcard
  obtain ⟨h1, h2⟩ := resistances_eq_zero τ _ _ hpos hinj hnum
  exact ⟨sub_eq_zero.mp h1, sub_eq_zero.mp h2⟩

/-- For `N` distinct positive time constants, equal impedances at `N + 1` distinct positive
frequencies force all real resistances to agree. -/
theorem resistances_unique_of_succ (hpos : ∀ k, 0 < τ k) (hinj : Function.Injective τ)
    (hW : ∀ ω ∈ W, 0 < ω) (hcard : W.card = N + 1)
    (heq : ∀ ω ∈ W, impedance τ R₀ R ω = impedance τ S₀ S ω) : R₀ = S₀ ∧ R = S :=
  resistances_unique τ R₀ S₀ R S W hpos hinj hW (by omega) heq

/-- At any set of at most `N / 2` frequencies, two different circuits with strictly positive
resistances and the same `N` time constants have equal impedances. -/
theorem exists_indistinguishable (hcard : 2 * W.card ≤ N) :
    ∃ (R₀ S₀ : ℝ) (R S : Fin N → ℝ), 0 < R₀ ∧ 0 < S₀ ∧ (∀ k, 0 < R k) ∧ (∀ k, 0 < S k) ∧
      (R₀, R) ≠ (S₀, S) ∧ ∀ ω ∈ W, impedance τ R₀ R ω = impedance τ S₀ S ω := by
  -- the map from resistances to measured impedances
  let L : (ℝ × (Fin N → ℝ)) →ₗ[ℝ] (W → ℂ) :=
    { toFun := fun x ω => impedance τ x.1 x.2 ω
      map_add' := fun x y => funext fun ω => impedance_add τ x.1 y.1 x.2 y.2 ω
      map_smul' := fun c x => by
        funext ω
        simp only [impedance, Prod.smul_fst, Prod.smul_snd, Pi.smul_apply, smul_eq_mul,
          ofReal_mul, real_smul, RingHom.id_apply, mul_add, Finset.mul_sum, mul_div_assoc] }
  have hker : ∃ x, x ≠ 0 ∧ L x = 0 := by
    by_contra hno
    have hL : Function.Injective L := (injective_iff_map_eq_zero L).mpr
      fun x hx => by_contra fun h => hno ⟨x, h, hx⟩
    have hle := LinearMap.finrank_le_finrank_of_injective hL
    have hdom : Module.finrank ℝ (ℝ × (Fin N → ℝ)) = 1 + N := by
      simp [Module.finrank_prod]
    have hcod : Module.finrank ℝ (W → ℂ) = W.card * 2 := by
      rw [Module.finrank_pi_fintype]
      simp [Complex.finrank_real_complex]
    omega
  obtain ⟨⟨d₀, d⟩, hd, hLd⟩ := hker
  -- add the invisible change to a large positive background
  refine ⟨|d₀| + 1 + d₀, |d₀| + 1, (fun k => |d k| + 1) + d, fun k => |d k| + 1,
    by linarith [neg_abs_le d₀], by positivity, fun k => ?_, fun k => by positivity,
    fun h => hd ?_, fun ω hω => ?_⟩
  · simp only [Pi.add_apply]
    linarith [neg_abs_le (d k)]
  · simpa using h
  · have h : impedance τ d₀ d ω = 0 := congrFun hLd ⟨ω, hω⟩
    rw [impedance_add, h, add_zero]

end

end VoigtImpedance
```

```lean
#print axioms VoigtImpedance.resistances_unique
-- 'VoigtImpedance.resistances_unique' depends on axioms: [propext, Classical.choice, Quot.sound]
#print axioms VoigtImpedance.resistances_unique_of_succ
-- 'VoigtImpedance.resistances_unique_of_succ' depends on axioms: [propext, Classical.choice, Quot.sound]
#print axioms VoigtImpedance.exists_indistinguishable
-- 'VoigtImpedance.exists_indistinguishable' depends on axioms: [propext, Classical.choice, Quot.sound]
```

## From the impedance to a polynomial

`impedance_add` and `impedance_neg` are the linearity and conjugation steps. `numerator` is $P$ for general resistances, and `eval_numerator` proves its relation to the impedance: comparing real parts shows that each denominator is nonzero, and `mul_prod_erase` splits off the factor that cancels it. `natDegree_numerator_le` bounds the degree by $N$, because each factor has degree at most 1.

`resistances_eq_zero` evaluates at the pole `z` of element $k$. `Finset.sum_eq_single` keeps the one surviving term. If another factor vanished at `z` as well, the `linear_combination` step would give $\tau(j)=\tau(k)$, against injectivity.

## Counting roots and dimensions

In `resistances_unique`, `hz` says that the difference circuit has zero impedance on `W`, and `hdis` says that `W` and its mirror image are disjoint. The union, multiplied by $i$, is a set of $2M$ roots, and Mathlib's root-counting lemma turns the degree bound into `hnum`, the vanishing of the numerator. `resistances_eq_zero` finishes the argument.

In `exists_indistinguishable`, the real-linear map `L` sends the resistances to the impedances on `W`. If it were injective, comparing dimensions would give $1+N\le 2M$, which `omega` refutes. A nonzero kernel element is the invisible change, and the final `refine` adds it to the positive background.
